# In a single-level rate-equation model, the zero-bias conductance is a cosh⁻² peak whose height falls as 1/T

**Q:** Take one level between two leads, aligned with both chemical potentials at zero bias, with temperature and both tunnelling rates equal to 1. What does a small bias $V$ do?

**A:** It raises the left chemical potential by $V/2$ and lowers the right one by $V/2$, in units $e=\hbar=k_B=1$. The lead occupations at the level become $f_L=1/(1+e^{-V/2})$ and $f_R=1/(1+e^{V/2})$. The level settles at their mean, $1/2$, so the electron flow from the left is
$$f_L-\tfrac12=\tfrac12(f_L-f_R)=\tfrac12\tanh(V/4),$$
with slope $1/8$ at $V=0$. The general case has temperature $T$, left and right rates $a$ and $b$, and level offset $d$, the level's energy measured from the common chemical potential at zero bias, all real numbers.

```lean
import Mathlib

noncomputable section

namespace CoulombBlockade

variable {T a b : ℝ}
```

**Q:** Which thermal function do the leads carry?

**A:** The Fermi function $f(x)=1/(1+e^{x/T})$, with $x$ measured from the lead's chemical potential.

```lean
/-- The Fermi function at temperature `T ≠ 0`, with the energy `x` measured from the
chemical potential. -/
def fermi (T x : ℝ) : ℝ := 1 / (1 + Real.exp (x / T))
```

**Q:** And where is the Coulomb blockade?

**A:** Only in the background, as one reason for keeping a single level: charging is assumed to keep further electrons out of the other levels while this one is occupied. The level spacing must also be large compared with $T$, since otherwise an electron could enter another level while this one is empty. The level itself is a single state of fixed spin, on which the Pauli principle already forbids a second electron, so the formulas below are the same without interactions. With level occupation $p$, electrons enter from a lead at rate $g f(1-p)$ and leave at rate $g(1-f)p$, where $g$ is that lead's tunnelling rate.

```lean
/-- Net electron flow from a lead into a level of occupation `p`: tunnelling in minus tunnelling
out, with tunnelling rate `g` and lead occupation `f`. -/
def inflow (g f p : ℝ) : ℝ := g * f * (1 - p) - g * (1 - f) * p
```

No charging energy appears in the formulas, so they describe one isolated peak and not the spacing of successive peaks. The level is non-degenerate, and its tunnelling broadening is neglected, which is physically reasonable when $a$ and $b$ are small compared with $T$. The numerical examples with $T=a=b=1$ lie outside that regime: they illustrate the arithmetic of the model, not a realistic device.

**Q:** The current is then simply written down. Why should I believe it?

**A:** It is a definition, but it is also derived below from the rate equation. Positive current means electrons flowing from left to right.

```lean
/-- The current through a level at offset `d` under a symmetric bias `V`, for tunnelling rates
`a` and `b` with `a + b ≠ 0` and temperature `T ≠ 0`. -/
def current (T a b d V : ℝ) : ℝ :=
  a * b / (a + b) * (fermi T (d - V / 2) - fermi T (d + V / 2))
```

The conductance is the derivative of that current at $V=0$, with $d$ held fixed.

```lean
/-- The linear conductance: the derivative of the current with respect to the bias at zero bias,
for `T ≠ 0` and `a + b ≠ 0`. -/
def conductance (T a b d : ℝ) : ℝ := deriv (current T a b d) 0
```

**Q:** Derive the current, then.

**A:** The inflows simplify to $a(f_L-p)$ and $b(f_R-p)$. In the stationary state they sum to zero, so
$$p=\frac{af_L+bf_R}{a+b},\qquad a(f_L-p)=\frac{ab}{a+b}(f_L-f_R).$$
`stationary_iff` proves the first formula in both directions. After clearing the denominator, the two equations differ only by a sign, which `linear_combination` supplies.

```lean
/-- For positive tunnelling rates, the flows from the two leads balance exactly when the level
occupation is the rate-weighted mean of the lead occupations. -/
theorem stationary_iff (ha : 0 < a) (hb : 0 < b) (fL fR p : ℝ) :
    inflow a fL p + inflow b fR p = 0 ↔ p = (a * fL + b * fR) / (a + b) := by
  have hab : a + b ≠ 0 := by positivity
  rw [eq_div_iff hab]
  unfold inflow
  constructor <;> intro h <;> linear_combination (-1) * h
```

`inflow_eq_current` assumes that the flows balance and inserts $f_L=f(d-V/2)$ and $f_R=f(d+V/2)$. Multiplying the balance equation by $a$ gives the second formula with its denominator cleared.

```lean
/-- For positive tunnelling rates, the flow from the left lead in the stationary state of the
rate equation is the current. -/
theorem inflow_eq_current (ha : 0 < a) (hb : 0 < b) (d V p : ℝ)
    (h : inflow a (fermi T (d - V / 2)) p + inflow b (fermi T (d + V / 2)) p = 0) :
    inflow a (fermi T (d - V / 2)) p = current T a b d V := by
  have hab : a + b ≠ 0 := by positivity
  unfold inflow at *
  unfold current
  rw [div_mul_eq_mul_div, eq_div_iff hab]
  linear_combination a * h
```

**Q:** Where does the hyperbolic cosine come from?

**A:** From the product of the occupied and empty fractions:
$$f(1-f)=\frac{e^{x/T}}{(1+e^{x/T})^2}=\frac1{(e^{x/2T}+e^{-x/2T})^2}=\frac1{4\cosh^2(x/2T)}.$$
The Lean proof writes $E=e^{x/2T}$ and reduces the identity to algebra in $E$.

```lean
/-- The product of the occupied and empty fractions at energy `x` is the inverse of
`4 cosh² (x / 2T)`. -/
theorem fermi_mul_one_sub (T x : ℝ) :
    fermi T x * (1 - fermi T x) * (4 * Real.cosh (x / (2 * T)) ^ 2) = 1 := by
  have h : x / T = x / (2 * T) + x / (2 * T) := by ring
  have hE := Real.exp_pos (x / (2 * T))
  rw [fermi, h, Real.exp_add, Real.cosh_eq, Real.exp_neg]
  generalize Real.exp (x / (2 * T)) = E at *
  have hne : 1 + E * E ≠ 0 := by positivity
  field_simp
  ring
```

Differentiating the Fermi function gives
$$f'(x)=-\frac{f(1-f)}T=-\frac1{4T\cosh^2(x/2T)}.$$
`fermi_slope` states this as a product equal to $-1$, together with differentiability. Its proof uses the quotient rule and then the previous identity.

```lean
/-- At positive temperature the Fermi function is differentiable, and its slope times
`4 T cosh² (x / 2T)` is `-1`. -/
theorem fermi_slope (hT : 0 < T) (x : ℝ) :
    DifferentiableAt ℝ (fermi T) x ∧
      4 * T * Real.cosh (x / (2 * T)) ^ 2 * deriv (fermi T) x = -1 := by
  have hne : 1 + Real.exp (x / T) ≠ 0 := by positivity
  have h1 : HasDerivAt (fun y => 1 + Real.exp (y / T)) (Real.exp (x / T) * (1 / T)) x :=
    (((hasDerivAt_id' x).div_const T).exp).const_add 1
  have h2 : HasDerivAt (fermi T) (-(fermi T x * (1 - fermi T x)) / T) x := by
    refine HasDerivAt.congr_deriv (f := fermi T)
      ((hasDerivAt_const x (1 : ℝ)).fun_div h1 hne) ?_
    unfold fermi
    field_simp
    ring
  refine ⟨h2.differentiableAt, ?_⟩
  rw [h2.deriv]
  -- the temperature cancels and the identity for the occupations remains
  calc 4 * T * Real.cosh (x / (2 * T)) ^ 2 * (-(fermi T x * (1 - fermi T x)) / T)
      = -(fermi T x * (1 - fermi T x) * (4 * Real.cosh (x / (2 * T)) ^ 2)) * (T / T) := by ring
    _ = -1 := by rw [fermi_mul_one_sub, div_self hT.ne']; ring
```

**Q:** Both leads move with the bias. Does the factor of two come out correctly?

**A:** Yes. The inner derivatives are $-1/2$ and $+1/2$, so
$$I'(0)=\frac{ab}{a+b}\left[-\tfrac12f'(d)-\tfrac12f'(d)\right]=\frac{ab}{4T(a+b)\cosh^2(d/2T)}.$$
In the proof, `g1` and `g2` are the inner derivatives, and `h3` combines them by the chain rule. `HasDerivAt` says that the current really is differentiable at zero bias, with this slope. Positivity follows because every factor is positive.

```lean
/-- At positive temperature and tunnelling rates, the current has the stated derivative at zero
bias, and the linear conductance is positive. -/
theorem current_hasDerivAt (hT : 0 < T) (ha : 0 < a) (hb : 0 < b) (d : ℝ) :
    HasDerivAt (current T a b d)
      (a * b / (4 * T * (a + b) * Real.cosh (d / (2 * T)) ^ 2)) 0 ∧
    0 < conductance T a b d := by
  have hc := Real.cosh_pos (d / (2 * T))
  obtain ⟨hdiff, hs⟩ := fermi_slope hT d
  have hf := hdiff.hasDerivAt
  have e1 : d - 0 / 2 = d := by ring
  have e2 : d + 0 / 2 = d := by ring
  have hf1 : HasDerivAt (fermi T) (deriv (fermi T) d) (d - 0 / 2) := by rw [e1]; exact hf
  have hf2 : HasDerivAt (fermi T) (deriv (fermi T) d) (d + 0 / 2) := by rw [e2]; exact hf
  have g1 : HasDerivAt (fun V : ℝ => d - V / 2) (-(1 / 2)) 0 :=
    ((hasDerivAt_id' (0 : ℝ)).div_const 2).const_sub d
  have g2 : HasDerivAt (fun V : ℝ => d + V / 2) (1 / 2) 0 :=
    ((hasDerivAt_id' (0 : ℝ)).div_const 2).const_add d
  -- each lead contributes half of the Fermi slope
  have h3 := ((HasDerivAt.comp (h := fun V : ℝ => d - V / 2) (0 : ℝ) hf1 g1).fun_sub
    (HasDerivAt.comp (h := fun V : ℝ => d + V / 2) (0 : ℝ) hf2 g2)).const_mul (a * b / (a + b))
  have hs' : deriv (fermi T) d = -1 / (4 * T * Real.cosh (d / (2 * T)) ^ 2) := by
    rw [eq_div_iff (by positivity)]
    linear_combination hs
  have h : HasDerivAt (current T a b d)
      (a * b / (4 * T * (a + b) * Real.cosh (d / (2 * T)) ^ 2)) 0 := by
    refine HasDerivAt.congr_deriv (f := current T a b d) h3 ?_
    rw [hs']
    generalize Real.cosh (d / (2 * T)) = c at *
    field_simp
    ring
  refine ⟨h, ?_⟩
  rw [conductance, h.deriv]
  positivity
```

**Q:** Give me numbers that I can check.

**A:** Take $T=a=b=1$ and $d=2\log2$. Then $f(d)=1/(1+4)=1/5$, so $f(1-f)=4/25$ and the conductance is $\tfrac12\cdot\tfrac4{25}=0.08$. By the other route, $\cosh(\log2)=5/4$ gives $\tfrac18\cdot\tfrac{16}{25}=0.08$. The peak value is $0.125$.

**Q:** Is the maximum unique, and what exactly does "scales as $1/T$" mean?

**A:** Write $G(d)$ for the conductance. If $d\ne0$, then $\cosh(d/2T)>1$, so the denominator is larger than at $d=0$ and $G(d)<G(0)$. At $d=0$ the hyperbolic cosine equals 1, so $4T(a+b)G(0)=ab$. With $a$ and $b$ independent of temperature, this is the $1/T$ law. `conductance_peak` contains the line shape, the strict inequality and this product. Its proof uses `Real.one_lt_cosh` for the inequality and evaluates the formula at zero for the height.

```lean
/-- At positive temperature and tunnelling rates, the conductance has the thermal `cosh⁻²` line
shape, is strictly largest at zero offset, and has a peak height inversely proportional to `T`. -/
theorem conductance_peak (hT : 0 < T) (ha : 0 < a) (hb : 0 < b) (d : ℝ) :
    conductance T a b d = a * b / (4 * T * (a + b) * Real.cosh (d / (2 * T)) ^ 2) ∧
    (d ≠ 0 → conductance T a b d < conductance T a b 0) ∧
    4 * T * (a + b) * conductance T a b 0 = a * b := by
  have G : ∀ x, conductance T a b x =
      a * b / (4 * T * (a + b) * Real.cosh (x / (2 * T)) ^ 2) :=
    fun x => (current_hasDerivAt hT ha hb x).1.deriv
  refine ⟨G d, fun hd => ?_, ?_⟩
  · -- away from zero the hyperbolic cosine exceeds one
    have hc : 1 < Real.cosh (d / (2 * T)) :=
      Real.one_lt_cosh.2 (div_ne_zero hd (by positivity))
    rw [G d, G 0, zero_div, Real.cosh_zero]
    gcongr
  · rw [G 0, zero_div, Real.cosh_zero, one_pow, mul_one]
    exact mul_div_cancel₀ (a * b) (by positivity : 4 * T * (a + b) ≠ 0)
```

**Q:** What if one lead is disconnected?

**A:** Positivity of the rates then fails, and so does the unique maximum. For $T=a=1$ and $b=0$ the current vanishes at every bias, so $G(d)=0$ for all $d$ and no offset is preferred.

**Q:** An experimenter would also want the width.

**A:** Half height means $\cosh^2(d/2T)=2$, hence $\cosh(d/2T)=\sqrt2$. Since $1/(1+\sqrt2)=\sqrt2-1$,
$$\cosh(\log(1+\sqrt2))=\tfrac12\left[(1+\sqrt2)+(\sqrt2-1)\right]=\sqrt2.$$
The hyperbolic cosine is even and strictly increasing in $|x|$, so $|d|=2T\log(1+\sqrt2)\approx1.763\,T$. The full width at half maximum is twice this, about $3.53\,T$.

In `half_height_iff`, `hL` is the evaluation at the logarithm and `hA` says $G(d)\cosh^2(d/2T)=G(0)$. For the forward direction, cancelling the positive $G(d)$ gives $\cosh^2(d/2T)=2$, and comparing hyperbolic cosines then fixes $|d|$. The converse substitutes the offset into `hA`.

```lean
/-- At positive temperature and tunnelling rates, the conductance is half its peak value exactly
when the offset has magnitude `2 T log (1 + √2)`. -/
theorem half_height_iff (hT : 0 < T) (ha : 0 < a) (hb : 0 < b) (d : ℝ) :
    conductance T a b d = conductance T a b 0 / 2 ↔ |d| = 2 * T * Real.log (1 + √2) := by
  have h2T : 0 < 2 * T := by positivity
  have hc := Real.cosh_pos (d / (2 * T))
  have hsq : √2 ^ 2 = (2 : ℝ) := Real.sq_sqrt (by norm_num)
  have hr : 0 < √(2 : ℝ) := Real.sqrt_pos.2 (by norm_num)
  have hL0 : 0 < Real.log (1 + √2) := Real.log_pos (by linarith)
  have hL : Real.cosh (Real.log (1 + √2)) = √2 := by
    have hinv : (1 + √2)⁻¹ = √2 - 1 :=
      inv_eq_of_mul_eq_one_right (by linear_combination hsq)
    rw [Real.cosh_eq, Real.exp_neg, Real.exp_log (by positivity), hinv]
    ring
  have hG := (current_hasDerivAt hT ha hb d).2
  have hA : conductance T a b d * Real.cosh (d / (2 * T)) ^ 2 = conductance T a b 0 := by
    have h0 := (conductance_peak hT ha hb 0).1
    rw [zero_div, Real.cosh_zero] at h0
    rw [(conductance_peak hT ha hb d).1, h0]
    generalize Real.cosh (d / (2 * T)) = c at *
    field_simp
  constructor
  · intro h
    -- half height means that the squared hyperbolic cosine equals two
    have hc2 : Real.cosh (d / (2 * T)) ^ 2 = 2 :=
      mul_left_cancel₀ hG.ne' (by linarith)
    have e : Real.cosh (d / (2 * T)) = Real.cosh (Real.log (1 + √2)) := by
      rw [hL]
      exact (sq_eq_sq₀ hc.le hr.le).1 (hc2.trans hsq.symm)
    have habs := le_antisymm (Real.cosh_le_cosh.1 e.le) (Real.cosh_le_cosh.1 e.ge)
    rw [abs_div, abs_of_pos h2T, abs_of_pos hL0, div_eq_iff h2T.ne'] at habs
    linarith
  · intro h
    have e : Real.cosh (d / (2 * T)) = √2 := by
      rw [← Real.cosh_abs, abs_div, abs_of_pos h2T, h, mul_div_cancel_left₀ _ h2T.ne', hL]
    rw [e, hsq] at hA
    linarith

end CoulombBlockade
```

```lean
#print axioms CoulombBlockade.stationary_iff
-- 'CoulombBlockade.stationary_iff' depends on axioms: [propext, Classical.choice, Quot.sound]
#print axioms CoulombBlockade.inflow_eq_current
-- 'CoulombBlockade.inflow_eq_current' depends on axioms: [propext, Classical.choice, Quot.sound]
#print axioms CoulombBlockade.conductance_peak
-- 'CoulombBlockade.conductance_peak' depends on axioms: [propext, Classical.choice, Quot.sound]
#print axioms CoulombBlockade.half_height_iff
-- 'CoulombBlockade.half_height_iff' depends on axioms: [propext, Classical.choice, Quot.sound]
```

**Q:** So where could I use this?

**A:** It provides a reference curve for a numerical rate-equation solver in the limit of one non-degenerate level with negligible tunnelling broadening. Within that model, the height and the width can be compared separately: one falls as $1/T$, and the other grows as $T$.
